# A stable pair of harmonic fragments coupled only by off-diagonal force constants has nonpositive interaction energy

In a many-body dispersion calculation that uses the same oscillator frequencies for a pair of molecules as for the separate molecules, the dispersion part of the interaction energy comes from a subtraction. In atomic units, one diagonalises the coupled-oscillator matrix of the pair, takes half the sum of the square roots of its eigenvalues, and subtracts the same quantities for the separate molecules. If the pair is stable and each molecule keeps its own matrix as a diagonal block, the result cannot be positive. A positive value therefore means that one of these conditions fails or that the calculation contains an error.

For this finite, harmonic model, the mass-weighted force-constant matrix is

$$C=\begin{pmatrix}A&B\\B^T&D\end{pmatrix}.$$

Here $A$ and $D$ describe the two fragments, including any coupling inside them, and $B$ couples one to the other.

## Energies from force constants

```lean
import Mathlib

open Matrix

namespace FragmentDispersion

noncomputable section

variable {m n : Type*} [Fintype m] [DecidableEq m] [Fintype n] [DecidableEq n]
```

The finite index sets `m` and `n` label the oscillator coordinates of the first and second fragment.

```lean
/-- Half the sum of the square roots of the eigenvalues of a symmetric matrix `C`. If `C` is
positive semidefinite and is the mass-weighted force-constant matrix of coupled oscillators, this is
their zero-point energy (with ħ = 1). -/
def zeroPointEnergy {C : Matrix n n ℝ} (hC : C.IsHermitian) : ℝ :=
  (1 / 2) * ∑ i, √(hC.eigenvalues i)
```

With $\hbar=1$ and $\lambda_i$ the eigenvalues of $C$, the squared mode frequencies, this defines $E(C)=\tfrac12\sum_i\sqrt{\lambda_i}$. The argument `hC` is a proof that $C$ is Hermitian, which for a real matrix means symmetric.

```lean
omit [DecidableEq m] [DecidableEq n] in
/-- If the coupled system is stable (positive definite), so is its first fragment. -/
theorem posDef_left {A : Matrix m m ℝ} {B : Matrix m n ℝ} {D : Matrix n n ℝ}
    (hC : (fromBlocks A B Bᵀ D).PosDef) : A.PosDef := by
  refine posDef_iff_dotProduct_mulVec.mpr ⟨IsHermitian.ext fun i j => by
    simpa using hC.isHermitian.apply (Sum.inl i) (Sum.inl j), fun x hx => ?_⟩
  -- displace only the first fragment
  have h := hC.dotProduct_mulVec_pos (x := Sum.elim x 0)
    (fun h => hx (funext fun i => congrFun h (Sum.inl i)))
  simpa [fromBlocks_mulVec, dotProduct, Fintype.sum_sum_type] using h
```

A Lean theorem lists its hypotheses before the final colon and its conclusion after it. Here the hypothesis is that $C$ is positive definite: every mode of the coupled system has a real, nonzero frequency. The conclusion is that $A$ is positive definite too. Displace only the first fragment, by $x\neq0$:

$$x^TAx=\begin{pmatrix}x\\0\end{pmatrix}^{T}C\begin{pmatrix}x\\0\end{pmatrix}>0.$$

`Sum.elim x 0` is this displacement, and the symmetry of $A$ is read off from that of $C$.

```lean
omit [DecidableEq m] [DecidableEq n] in
/-- If the coupled system is stable (positive definite), so is its second fragment. -/
theorem posDef_right {A : Matrix m m ℝ} {B : Matrix m n ℝ} {D : Matrix n n ℝ}
    (hC : (fromBlocks A B Bᵀ D).PosDef) : D.PosDef := by
  refine posDef_iff_dotProduct_mulVec.mpr ⟨IsHermitian.ext fun i j => by
    simpa using hC.isHermitian.apply (Sum.inr i) (Sum.inr j), fun x hx => ?_⟩
  have h := hC.dotProduct_mulVec_pos (x := Sum.elim 0 x)
    (fun h => hx (funext fun i => congrFun h (Sum.inr i)))
  simpa [fromBlocks_mulVec, dotProduct, Fintype.sum_sum_type] using h
```

The displacement $(0,x)$ does the same for $D$.

```lean
/-- The mutual dispersion energy of two fragments `A` and `D` coupled by `B` into a stable (positive
definite) system: the zero-point energy of the whole minus the zero-point energies of the separate
fragments. -/
def interactionEnergy {A : Matrix m m ℝ} {B : Matrix m n ℝ} {D : Matrix n n ℝ}
    (hC : (fromBlocks A B Bᵀ D).PosDef) : ℝ :=
  zeroPointEnergy hC.isHermitian - zeroPointEnergy (posDef_left hC).isHermitian
    - zeroPointEnergy (posDef_right hC).isHermitian
```

This is the subtraction from the opening, $E_{\rm int}=E(C)-E(A)-E(D)$. The two preceding theorems supply the proofs of symmetry that `zeroPointEnergy` asks for.

## Energies as traces of square roots

```lean
/-- A positive definite mass-weighted force-constant matrix has a positive definite square root, and
half the trace of this root is the zero-point energy. -/
theorem exists_sqrt {C : Matrix n n ℝ} (hC : C.PosDef) :
    ∃ S : Matrix n n ℝ, S.PosDef ∧ S * S = C ∧
      zeroPointEnergy hC.isHermitian = trace S / 2 := by
  have hH := hC.isHermitian
  -- normal modes
  obtain ⟨U, hU, hs⟩ : ∃ U : Matrix n n ℝ, Uᴴ * U = 1 ∧
      U * diagonal hH.eigenvalues * Uᴴ = C :=
    ⟨hH.eigenvectorUnitary, mem_unitaryGroup_iff'.mp hH.eigenvectorUnitary.2,
      (hH.spectral_theorem.trans (by rw [Unitary.conjStarAlgAut_apply]; rfl)).symm⟩
  have hU' : U * Uᴴ = 1 := mul_eq_one_comm.mp hU
  have hpos : ∀ i, 0 < hH.eigenvalues i := fun i => hC.eigenvalues_pos i
  have hsq : ∀ i, √(hH.eigenvalues i) * √(hH.eigenvalues i) = hH.eigenvalues i :=
    fun i => Real.mul_self_sqrt (hpos i).le
  refine ⟨U * diagonal (fun i => √(hH.eigenvalues i)) * Uᴴ, ?_, ?_, ?_⟩
  · refine (PosDef.diagonal fun i => Real.sqrt_pos.mpr (hpos i)).mul_mul_conjTranspose_same ?_
    intro x y h
    have h2 := congrArg (fun z => z ᵥ* Uᴴ) h
    simpa only [vecMul_vecMul, hU', vecMul_one] using h2
  · calc _ = U * (diagonal (fun i => √(hH.eigenvalues i)) * (Uᴴ * U)
          * diagonal (fun i => √(hH.eigenvalues i))) * Uᴴ := by simp only [Matrix.mul_assoc]
      _ = U * diagonal hH.eigenvalues * Uᴴ := by
          rw [hU, Matrix.mul_one, diagonal_mul_diagonal]
          simp only [hsq]
      _ = C := hs
  · rw [trace_mul_cycle, hU, Matrix.one_mul, trace_diagonal, zeroPointEnergy]
    ring
```

The symbol `∃` says that a matrix $S$ exists with the listed properties. By hand, write $C=U\Lambda U^T$ with $U$ orthogonal and $\Lambda$ the diagonal matrix of eigenvalues, and set $S=U\Lambda^{1/2}U^T$. Then

$$S^2=U\Lambda^{1/2}(U^TU)\Lambda^{1/2}U^T=C,\qquad \operatorname{tr}S=\operatorname{tr}(U^TU\Lambda^{1/2})=\sum_i\sqrt{\lambda_i}=2E(C).$$

$S$ is positive definite because all $\sqrt{\lambda_i}>0$ and $U$ is invertible. The three bullets of the proof establish positivity, the square and the trace, in that order.

```lean
omit [DecidableEq n] in
/-- For positive definite `P`, the trace of `Mᴴ P M` is nonnegative and vanishes only
for `M = 0`. -/
theorem trace_conj_nonneg {P : Matrix n n ℝ} (hP : P.PosDef) (M : Matrix n n ℝ) :
    0 ≤ trace (Mᴴ * P * M) ∧ (trace (Mᴴ * P * M) = 0 → M = 0) := by
  have hd : ∀ j, (Mᴴ * P * M) j j = star (fun i => M i j) ⬝ᵥ (P *ᵥ fun i => M i j) := by
    intro j
    rw [Matrix.mul_assoc]
    rfl
  have h0 : ∀ j, 0 ≤ (Mᴴ * P * M) j j := fun j => by
    rw [hd]
    exact hP.posSemidef.dotProduct_mulVec_nonneg _
  refine ⟨Finset.sum_nonneg fun j _ => h0 j, fun h => ?_⟩
  have hz := (Finset.sum_eq_zero_iff_of_nonneg fun j _ => h0 j).mp h
  ext i j
  by_contra hij
  have hp := hP.dotProduct_mulVec_pos (x := fun i => M i j) (fun h => hij (congrFun h i))
  rw [← hd] at hp
  exact hp.ne' (hz j (Finset.mem_univ j))
```

`Mᴴ` is the conjugate transpose, here simply $M^T$. If $m_j$ is column $j$ of $M$, then

$$\operatorname{tr}(M^TPM)=\sum_j m_j^TPm_j\ge0.$$

If the sum is zero, every term is zero, so every column vanishes. Lean argues by contradiction: a nonzero entry $M_{ij}$ would make the $j$th term positive.

```lean
/-- If `T` is positive definite and `tr (S² T⁻¹) = tr T`, then the difference of the traces
of `T` and `S` is half the trace of `(S - T) T⁻¹ (S - T)`. -/
theorem trace_gap {S T : Matrix n n ℝ} (hT : T.PosDef)
    (h : trace (S * S * T⁻¹) = trace T) :
    trace ((S - T) * T⁻¹ * (S - T)) = 2 * (trace T - trace S) := by
  have hu : IsUnit T.det := hT.det_pos.ne'.isUnit
  have e : (S - T) * T⁻¹ * (S - T) = S * T⁻¹ * S - S - S + T := by
    calc _ = S * T⁻¹ * S - S * (T⁻¹ * T) - T * T⁻¹ * S + T * T⁻¹ * T := by noncomm_ring
      _ = _ := by rw [nonsing_inv_mul T hu, mul_nonsing_inv T hu, Matrix.mul_one,
                    Matrix.one_mul, Matrix.one_mul]
  rw [e, trace_add, trace_sub, trace_sub, trace_mul_cycle, h]
  ring
```

Multiplying out gives

$$(S-T)T^{-1}(S-T)=ST^{-1}S-2S+T.$$

By cyclicity and the hypothesis `h`, $\operatorname{tr}(ST^{-1}S)=\operatorname{tr}(S^2T^{-1})=\operatorname{tr}T$. The trace of the whole is therefore $2(\operatorname{tr}T-\operatorname{tr}S)$. The tactic `noncomm_ring` performs the expansion without exchanging matrix factors.

```lean
/-- The zero-point energy is half the trace of any positive definite square root of the
mass-weighted force-constant matrix. -/
theorem zeroPointEnergy_eq {C S : Matrix n n ℝ} (hC : C.PosDef) (hS : S.PosDef)
    (hSC : S * S = C) : zeroPointEnergy hC.isHermitian = trace S / 2 := by
  obtain ⟨T, hT, hTC, hE⟩ := exists_sqrt hC
  -- the gap between two roots of the same matrix is nonnegative in both directions
  have key : ∀ X Y : Matrix n n ℝ, X.PosDef → Y.PosDef → X * X = Y * Y →
      trace X ≤ trace Y := by
    intro X Y hX hY hXY
    have g := trace_gap (S := X) hY (by
      rw [hXY, Matrix.mul_assoc, mul_nonsing_inv Y hY.det_pos.ne'.isUnit, Matrix.mul_one])
    have p := (trace_conj_nonneg hY.inv (X - Y)).1
    rw [(hX.isHermitian.sub hY.isHermitian).eq, g] at p
    linarith
  rw [hE, le_antisymm (key T S hT hS (hTC.trans hSC.symm)) (key S T hS hT (hSC.trans hTC.symm))]
```

Any positive definite root of $C$ may now be used to compute the energy. Suppose $X^2=Y^2$ with both matrices positive definite. Then $\operatorname{tr}(X^2Y^{-1})=\operatorname{tr}Y$, so the last two results give

$$0\le\operatorname{tr}\big((X-Y)Y^{-1}(X-Y)\big)=2(\operatorname{tr}Y-\operatorname{tr}X).$$

Exchanging $X$ and $Y$ gives the reverse inequality, so the traces agree. This is `key`, used once in each direction.

## The interaction energy as a negative square

```lean
omit [DecidableEq m] [DecidableEq n] in
/-- Two positive definite blocks without coupling form a positive definite matrix. -/
theorem posDef_uncoupled {P : Matrix m m ℝ} {Q : Matrix n n ℝ} (hP : P.PosDef)
    (hQ : Q.PosDef) : (fromBlocks P 0 0 Q).PosDef := by
  refine posDef_iff_dotProduct_mulVec.mpr ⟨?_, fun x hx => ?_⟩
  · rw [IsHermitian, fromBlocks_conjTranspose, hP.isHermitian.eq, hQ.isHermitian.eq]
    simp
  · have e : star x ⬝ᵥ (fromBlocks P 0 0 Q *ᵥ x) =
        star (x ∘ Sum.inl) ⬝ᵥ (P *ᵥ (x ∘ Sum.inl)) +
        star (x ∘ Sum.inr) ⬝ᵥ (Q *ᵥ (x ∘ Sum.inr)) := by
      simp [fromBlocks_mulVec, dotProduct, Fintype.sum_sum_type]
    rw [e]
    by_cases h : x ∘ Sum.inl = 0
    · have h' : x ∘ Sum.inr ≠ 0 := fun h' => hx (funext fun i => by
        cases i with
        | inl i => exact congrFun h i
        | inr i => exact congrFun h' i)
      exact add_pos_of_nonneg_of_pos (hP.posSemidef.dotProduct_mulVec_nonneg _)
        (hQ.dotProduct_mulVec_pos h')
    · exact add_pos_of_pos_of_nonneg (hP.dotProduct_mulVec_pos h)
        (hQ.posSemidef.dotProduct_mulVec_nonneg _)
```

For $x=(y,z)\ne0$, the quadratic form of the block-diagonal matrix is $y^TPy+z^TQz$. At least one of $y,z$ is nonzero, so the sum is positive. The proof treats $y=0$ and $y\neq0$ separately.

```lean
/-- Exact formula for the mutual dispersion energy: with `S`, `P`, `Q` the positive definite
roots of the coupled matrix and of its two fragments, and `T = P ⊕ Q`, it equals
`-tr ((S - T) T⁻¹ (S - T)) / 4`. -/
theorem interactionEnergy_eq {A P : Matrix m m ℝ} {B : Matrix m n ℝ} {D Q : Matrix n n ℝ}
    {S : Matrix (m ⊕ n) (m ⊕ n) ℝ} (hC : (fromBlocks A B Bᵀ D).PosDef)
    (hS : S.PosDef) (hSC : S * S = fromBlocks A B Bᵀ D)
    (hP : P.PosDef) (hPA : P * P = A) (hQ : Q.PosDef) (hQD : Q * Q = D) :
    interactionEnergy hC = -trace ((S - fromBlocks P 0 0 Q) * (fromBlocks P 0 0 Q)⁻¹ *
      (S - fromBlocks P 0 0 Q)) / 4 := by
  have htr : ∀ (X : Matrix m m ℝ) (Y : Matrix m n ℝ) (Z : Matrix n m ℝ) (W : Matrix n n ℝ),
      trace (fromBlocks X Y Z W) = trace X + trace W := fun X Y Z W => by
    simp [trace, Fintype.sum_sum_type]
  have uP := mul_nonsing_inv P hP.det_pos.ne'.isUnit
  have uQ := mul_nonsing_inv Q hQ.det_pos.ne'.isUnit
  have hinv : (fromBlocks P 0 0 Q)⁻¹ = fromBlocks P⁻¹ 0 0 Q⁻¹ :=
    inv_eq_right_inv (by simp [fromBlocks_multiply, uP, uQ])
  -- the coupling drops out of the trace against a block-diagonal matrix
  have ht : trace (S * S * (fromBlocks P 0 0 Q)⁻¹) = trace (fromBlocks P 0 0 Q) := by
    rw [hSC, hinv, fromBlocks_multiply, htr, htr, ← hPA, ← hQD,
      Matrix.mul_zero, Matrix.mul_zero, add_zero, zero_add, Matrix.mul_assoc, uP,
      Matrix.mul_assoc, uQ, Matrix.mul_one, Matrix.mul_one]
  rw [trace_gap (posDef_uncoupled hP hQ) ht, htr, interactionEnergy,
    zeroPointEnergy_eq hC hS hSC, zeroPointEnergy_eq (posDef_left hC) hP hPA,
    zeroPointEnergy_eq (posDef_right hC) hQ hQD]
  ring
```

Let $S^2=C$, $P^2=A$ and $Q^2=D$, with all roots positive definite, and let $T$ be block diagonal with blocks $P$ and $Q$. These letters denote square roots, not overlap, kinetic energy or momentum. Since $T^{-1}$ has blocks $P^{-1}$ and $Q^{-1}$,

$$CT^{-1}=\begin{pmatrix}AP^{-1}&BQ^{-1}\\B^TP^{-1}&DQ^{-1}\end{pmatrix}.$$

The coupling sits off the diagonal, so

$$\operatorname{tr}(CT^{-1})=\operatorname{tr}(P^2P^{-1})+\operatorname{tr}(Q^2Q^{-1})=\operatorname{tr}T.$$

This is `ht`, the condition that `trace_gap` needs. Hence

$$E_{\rm int}=\tfrac12(\operatorname{tr}S-\operatorname{tr}P-\operatorname{tr}Q)=-\tfrac14\operatorname{tr}\big((S-T)T^{-1}(S-T)\big).$$

```lean
/-- The mutual dispersion energy of two fragments forming a stable (positive definite)
coupled system is never positive, and it is zero if and only if the coupling vanishes. -/
theorem interactionEnergy_nonpos {A : Matrix m m ℝ} {B : Matrix m n ℝ} {D : Matrix n n ℝ}
    (hC : (fromBlocks A B Bᵀ D).PosDef) :
    interactionEnergy hC ≤ 0 ∧ (interactionEnergy hC = 0 ↔ B = 0) := by
  obtain ⟨S, hS, hSC, -⟩ := exists_sqrt hC
  obtain ⟨P, hP, hPA, -⟩ := exists_sqrt (posDef_left hC)
  obtain ⟨Q, hQ, hQD, -⟩ := exists_sqrt (posDef_right hC)
  have hT := posDef_uncoupled hP hQ
  have hE := interactionEnergy_eq hC hS hSC hP hPA hQ hQD
  have hg := trace_conj_nonneg hT.inv (S - fromBlocks P 0 0 Q)
  rw [(hS.isHermitian.sub hT.isHermitian).eq] at hg
  refine ⟨by linarith [hg.1], fun h => ?_, fun hB => ?_⟩
  · -- zero energy forces the root of the whole to be block diagonal
    have hST := sub_eq_zero.mp (hg.2 (by linarith))
    rw [hST, fromBlocks_multiply] at hSC
    have h12 := congrArg toBlocks₁₂ hSC
    simpa using h12.symm
  · have hTC : fromBlocks P 0 0 Q * fromBlocks P 0 0 Q = fromBlocks A B Bᵀ D := by
      rw [hB]
      simp [fromBlocks_multiply, hPA, hQD]
    rw [interactionEnergy_eq hC hT hTC hP hPA hQ hQD]
    simp

end

end FragmentDispersion
```

The conclusion joins two statements with `∧`, "and": $E_{\rm int}\le0$, and $E_{\rm int}=0$ exactly when $B=0$.

The sign follows from `trace_conj_nonneg`, applied to the positive definite matrix $T^{-1}$ and the symmetric matrix $S-T$. If the energy is zero, the same theorem gives $S=T$. Then $C=T^2$ is block diagonal, and its upper right block, extracted by `toBlocks₁₂`, gives $B=0$. Conversely, if $B=0$, then $T^2=C$, so $T$ can take the place of $S$ in the exact formula, which then gives zero.

```lean
#print axioms FragmentDispersion.interactionEnergy_nonpos
```

```
'FragmentDispersion.interactionEnergy_nonpos' depends on axioms: [propext, Classical.choice, Quot.sound]
```

## Two oscillators, and real molecules

For one oscillator of frequency $w>0$ in each fragment and coupling $v$, the eigenvalues of $C$ are $w^2\pm v$, and stability means $|v|<w^2$. Evaluating the definition by ordinary algebra gives

$$E_{\rm int}=\tfrac12\left(\sqrt{w^2+v}+\sqrt{w^2-v}\right)-w\approx-\frac{v^2}{8w^3}$$

for weak coupling. A dipole coupling $v\propto R^{-3}$, with $R$ the separation, gives the familiar $R^{-6}$ attraction.

For real molecules, one assumption to check is that $A$ and $D$ stay the same when the fragments meet. In practice, oscillator frequencies and polarisabilities may be recomputed for the complex, and the theorem then does not fix the sign of the interaction energy. Stability is also assumed, not derived: dipole coupling that is too strong at short range can make an eigenvalue of $C$ negative.
